# Even powers of the occupied–virtual generator are block diagonal, odd powers block off-diagonal

Let X be a matrix with one row for each virtual orbital a and one column for each occupied orbital i, and let X† be its conjugate transpose. The occupied–virtual generator K is the square matrix over all orbitals, occupied ones first, that has zero diagonal blocks, X in the virtual–occupied block and −X† in the occupied–virtual block.

```lean
import Mathlib

open Matrix

namespace OccupiedVirtualRotation

section Generator

variable {occ vir R : Type*} [Ring R] [StarRing R]

/-- The occupied-virtual generator `K` with zero diagonal blocks, virtual-occupied block `X`
and occupied-virtual block `-X†`. -/
def generator (X : Matrix vir occ R) : Matrix (occ ⊕ vir) (occ ⊕ vir) R :=
  fromBlocks 0 (-Xᴴ) X 0

/-- The occupied-virtual generator is anti-Hermitian. -/
theorem generator_antiHermitian (X : Matrix vir occ R) :
    (generator X)ᴴ = -generator X := by
  simp [generator, fromBlocks_conjTranspose, fromBlocks_neg]

variable [Fintype occ] [Fintype vir] [DecidableEq occ] [DecidableEq vir]

/-- The square of the generator is block diagonal, with blocks `-X†X` and `-XX†`. -/
theorem generator_sq (X : Matrix vir occ R) :
    generator X ^ 2 = fromBlocks (-(Xᴴ * X)) 0 0 (-(X * Xᴴ)) := by
  rw [sq, generator, fromBlocks_multiply]
  simp

/-- Every even power of the generator is block diagonal, with blocks
`(-X†X)^m` and `(-XX†)^m`. -/
theorem generator_pow_even (X : Matrix vir occ R) (m : ℕ) :
    generator X ^ (2 * m) =
      fromBlocks ((-(Xᴴ * X)) ^ m) 0 0 ((-(X * Xᴴ)) ^ m) := by
  rw [pow_mul, generator_sq]
  induction m with
  | zero => simp [fromBlocks_one]
  | succ m ih =>
    rw [pow_succ, ih, fromBlocks_multiply, pow_succ, pow_succ]
    simp

/-- Every odd power of the generator has zero diagonal blocks and off-diagonal blocks
`-X†(-XX†)^m` and `X(-X†X)^m`. -/
theorem generator_pow_odd (X : Matrix vir occ R) (m : ℕ) :
    generator X ^ (2 * m + 1) =
      fromBlocks 0 (-(Xᴴ * (-(X * Xᴴ)) ^ m)) (X * (-(Xᴴ * X)) ^ m) 0 := by
  -- one further factor of the generator exchanges the two spaces
  rw [pow_succ', generator_pow_even, generator, fromBlocks_multiply]
  simp

/-- For real rotation amplitudes the even and odd powers of the generator take the same form
with the transpose in place of the adjoint. -/
theorem real_generator_pow (X : Matrix vir occ ℝ) (m : ℕ) :
    (fromBlocks 0 (-Xᵀ) X 0) ^ (2 * m) =
        fromBlocks ((-(Xᵀ * X)) ^ m) 0 0 ((-(X * Xᵀ)) ^ m) ∧
      (fromBlocks 0 (-Xᵀ) X 0) ^ (2 * m + 1) =
        fromBlocks 0 (-(Xᵀ * (-(X * Xᵀ)) ^ m)) (X * (-(Xᵀ * X)) ^ m) 0 := by
  have h : Xᴴ = Xᵀ := conjTranspose_eq_transpose_of_trivial X
  have he := generator_pow_even X m
  have ho := generator_pow_odd X m
  simp only [generator, h] at he ho
  exact ⟨he, ho⟩

end Generator

section Exponential

/-- A convergent series whose odd terms vanish is the sum of its even terms. -/
theorem hasSum_even {M : Type*} [AddCommMonoid M] [TopologicalSpace M] {f : ℕ → M} {a : M}
    (h : HasSum f a) (hf : ∀ m, f (2 * m + 1) = 0) : HasSum (fun m => f (2 * m)) a := by
  have hinj : Function.Injective (fun m : ℕ => 2 * m) := fun a b hab => by
    dsimp only at hab
    omega
  refine (hinj.hasSum_iff ?_).2 h
  intro n hn
  rcases Nat.even_or_odd' n with ⟨k, rfl | rfl⟩
  · exact absurd ⟨k, rfl⟩ hn
  · exact hf k

/-- A convergent series whose even terms vanish is the sum of its odd terms. -/
theorem hasSum_odd {M : Type*} [AddCommMonoid M] [TopologicalSpace M] {f : ℕ → M} {a : M}
    (h : HasSum f a) (hf : ∀ m, f (2 * m) = 0) : HasSum (fun m => f (2 * m + 1)) a := by
  have hinj : Function.Injective (fun m : ℕ => 2 * m + 1) := fun a b hab => by
    dsimp only at hab
    omega
  refine (hinj.hasSum_iff ?_).2 h
  intro n hn
  rcases Nat.even_or_odd' n with ⟨k, rfl | rfl⟩
  · exact hf k
  · exact absurd ⟨k, rfl⟩ hn

/-- Any selection of rows and columns of a matrix exponential is the sum of the same selection
taken from the terms `A^n / n!`. -/
theorem hasSum_exp_submatrix {n p q : Type*} [Fintype n] [DecidableEq n]
    (A : Matrix n n ℂ) (r : p → n) (c : q → n) :
    HasSum (fun k : ℕ => ((k.factorial : ℂ)⁻¹) • (A ^ k).submatrix r c)
      ((NormedSpace.exp A).submatrix r c) := by
  have h : HasSum (fun k : ℕ => ((k.factorial : ℂ)⁻¹) • A ^ k) (NormedSpace.exp A) := by
    let : NormedRing (Matrix n n ℂ) := Matrix.linftyOpNormedRing
    let : NormedAlgebra ℂ (Matrix n n ℂ) := Matrix.linftyOpNormedAlgebra
    exact NormedSpace.exp_series_hasSum_exp' (𝕂 := ℂ) A
  -- selecting rows and columns is additive and continuous
  let φ : Matrix n n ℂ →+ Matrix p q ℂ :=
    { toFun := fun M => M.submatrix r c
      map_zero' := rfl
      map_add' := fun _ _ => rfl }
  exact h.map φ (continuous_id.matrix_submatrix r c)

variable {occ vir : Type*} [Fintype occ] [Fintype vir] [DecidableEq occ] [DecidableEq vir]

/-- The four blocks of the orbital rotation `exp K`: the diagonal blocks are series in
`(-X†X)^m / (2m)!` and `(-XX†)^m / (2m)!`, and the off-diagonal blocks are series in
`X(-X†X)^m / (2m+1)!` and `-X†(-XX†)^m / (2m+1)!`. -/
theorem exp_generator_blocks (X : Matrix vir occ ℂ) :
    HasSum (fun m : ℕ => (((2 * m).factorial : ℂ)⁻¹) • (-(Xᴴ * X)) ^ m)
        (NormedSpace.exp (generator X)).toBlocks₁₁ ∧
      HasSum (fun m : ℕ => (((2 * m).factorial : ℂ)⁻¹) • (-(X * Xᴴ)) ^ m)
        (NormedSpace.exp (generator X)).toBlocks₂₂ ∧
      HasSum (fun m : ℕ => (((2 * m + 1).factorial : ℂ)⁻¹) • (X * (-(Xᴴ * X)) ^ m))
        (NormedSpace.exp (generator X)).toBlocks₂₁ ∧
      HasSum (fun m : ℕ => (((2 * m + 1).factorial : ℂ)⁻¹) • (-(Xᴴ * (-(X * Xᴴ)) ^ m)))
        (NormedSpace.exp (generator X)).toBlocks₁₂ := by
  -- reading off the blocks of a block matrix
  have e₁₁ : ∀ (A : Matrix occ occ ℂ) (B : Matrix occ vir ℂ) (C : Matrix vir occ ℂ)
      (D : Matrix vir vir ℂ), (fromBlocks A B C D).submatrix Sum.inl Sum.inl = A :=
    fun _ _ _ _ => rfl
  have e₂₂ : ∀ (A : Matrix occ occ ℂ) (B : Matrix occ vir ℂ) (C : Matrix vir occ ℂ)
      (D : Matrix vir vir ℂ), (fromBlocks A B C D).submatrix Sum.inr Sum.inr = D :=
    fun _ _ _ _ => rfl
  have e₂₁ : ∀ (A : Matrix occ occ ℂ) (B : Matrix occ vir ℂ) (C : Matrix vir occ ℂ)
      (D : Matrix vir vir ℂ), (fromBlocks A B C D).submatrix Sum.inr Sum.inl = C :=
    fun _ _ _ _ => rfl
  have e₁₂ : ∀ (A : Matrix occ occ ℂ) (B : Matrix occ vir ℂ) (C : Matrix vir occ ℂ)
      (D : Matrix vir vir ℂ), (fromBlocks A B C D).submatrix Sum.inl Sum.inr = B :=
    fun _ _ _ _ => rfl
  refine ⟨?_, ?_, ?_, ?_⟩
  -- odd powers drop out of the diagonal blocks
  · have h := hasSum_even (hasSum_exp_submatrix (generator X) Sum.inl Sum.inl)
      (fun m => by simp only [generator_pow_odd, e₁₁, smul_zero])
    simp only [generator_pow_even, e₁₁] at h
    exact h
  · have h := hasSum_even (hasSum_exp_submatrix (generator X) Sum.inr Sum.inr)
      (fun m => by simp only [generator_pow_odd, e₂₂, smul_zero])
    simp only [generator_pow_even, e₂₂] at h
    exact h
  -- even powers drop out of the off-diagonal blocks
  · have h := hasSum_odd (hasSum_exp_submatrix (generator X) Sum.inr Sum.inl)
      (fun m => by simp only [generator_pow_even, e₂₁, smul_zero])
    simp only [generator_pow_odd, e₂₁] at h
    exact h
  · have h := hasSum_odd (hasSum_exp_submatrix (generator X) Sum.inl Sum.inr)
      (fun m => by simp only [generator_pow_even, e₁₂, smul_zero])
    simp only [generator_pow_odd, e₁₂] at h
    exact h

end Exponential

end OccupiedVirtualRotation
```

```lean
#print axioms OccupiedVirtualRotation.generator_antiHermitian
#print axioms OccupiedVirtualRotation.generator_pow_odd
#print axioms OccupiedVirtualRotation.real_generator_pow
#print axioms OccupiedVirtualRotation.exp_generator_blocks
```

```
'OccupiedVirtualRotation.generator_antiHermitian' depends on axioms: [propext, Quot.sound]
'OccupiedVirtualRotation.generator_pow_odd' depends on axioms: [propext, Classical.choice, Quot.sound]
'OccupiedVirtualRotation.real_generator_pow' depends on axioms: [propext, Classical.choice, Quot.sound]
'OccupiedVirtualRotation.exp_generator_blocks' depends on axioms: [propext, Classical.choice, Quot.sound]
```

## Powers and exponential in terms of X

Write a block matrix as [P, Q ; U, V], with the semicolon separating the occupied row of blocks from the virtual row. Then

K = [0, −X† ; X, 0].

For every natural number m, `generator_pow_even` and `generator_pow_odd` state

K^(2m) = [(−X†X)^m, 0 ; 0, (−XX†)^m],

K^(2m+1) = [0, −X†(−XX†)^m ; X(−X†X)^m, 0].

Here X†X is a square matrix over the occupied orbitals and XX† is one over the virtual orbitals. The theorem `real_generator_pow` gives the same two formulas for real X, with the transpose Xᵀ in place of X†.

For complex X, `exp_generator_blocks` gives the four blocks of exp K as convergent series over m = 0, 1, 2, …:

(exp K)_occ,occ = Σ_m (−X†X)^m / (2m)!

(exp K)_vir,vir = Σ_m (−XX†)^m / (2m)!

(exp K)_vir,occ = Σ_m X(−X†X)^m / (2m+1)!

(exp K)_occ,vir = −Σ_m X†(−XX†)^m / (2m+1)!

The diagonal blocks have the coefficients of a cosine series and the off-diagonal blocks those of a sine series.

In Lean the two sets of orbitals are the types `occ` and `vir`, and `Matrix vir occ R` is the type of X, so that its first index is virtual. The full orbital space is the disjoint union `occ ⊕ vir`, and `fromBlocks` assembles a matrix on it from four blocks. The symbol `ᴴ` is the conjugate transpose and `ᵀ` the transpose. The blocks of the exponential are read off with `toBlocks₁₁`, `toBlocks₁₂`, `toBlocks₂₁` and `toBlocks₂₂`, where 1 stands for occupied and 2 for virtual. `HasSum f a` says that the terms f(m) add up to a, with convergence of matrices meaning convergence of every entry.

The power formulas hold for entries in any ring with a conjugation, commutative or not, which is what `Ring R` and `StarRing R` express. Both orbital sets are finite, of any sizes, and either may be empty.

## Orbital rotations in a self-consistent field calculation

Take a finite orthonormal set of molecular orbitals, with coefficient matrix C = (C_occ, C_vir). They are either spin orbitals or spatial orbitals each of which is doubly occupied or empty. A rotation C′ = C exp K replaces the occupied orbitals by

C′_occ = C_occ (exp K)_occ,occ + C_vir (exp K)_vir,occ.

The entry X_ai is the amplitude with which virtual orbital a is mixed into occupied orbital i, to first order in X. The diagonal blocks of K are zero because rotations among the occupied orbitals alone leave a single determinant unchanged up to a phase, and rotations among the virtual orbitals alone do not affect it at all.

The theorem `generator_antiHermitian` states K† = −K, the property that makes exp K unitary and so keeps the rotated orbitals orthonormal. A restricted open-shell calculation also rotates doubly occupied spatial orbitals into singly occupied ones, and its generator does not have this two-block form. For a single determinant of the orbitals described above, the block series express the rotation through products of X and X†, and the powers in each series are those of a single square matrix, −X†X over the occupied orbitals or −XX† over the virtual ones.

The amplitudes X are given and arbitrary: no energy, Fock matrix or convergence of an SCF iteration enters. Unitarity of exp K and closed forms with matrix square roots are not stated in the file.

## Squaring K and multiplying once more

Anti-Hermiticity follows by taking the adjoint block by block. The off-diagonal blocks change places and each is conjugate-transposed:

K† = [0, X† ; −X, 0] = −K.

For the square, multiply the blocks:

occupied–occupied: 0·0 + (−X†)X = −X†X

occupied–virtual: 0·(−X†) + (−X†)·0 = 0

virtual–occupied: X·0 + 0·X = 0

virtual–virtual: X(−X†) + 0·0 = −XX†

One application of K takes occupied components to virtual ones and the reverse, so two applications return each set to itself. With A = −X†X and B = −XX†, this reads K² = [A, 0 ; 0, B].

The even powers are K^(2m) = (K²)^m. For m = 0 both sides are the identity. If the formula holds for m, then

(K²)^(m+1) = [A^m, 0 ; 0, B^m] [A, 0 ; 0, B] = [A^(m+1), 0 ; 0, B^(m+1)].

For the odd powers, put one more factor of K on the left:

K^(2m+1) = K K^(2m) = [0, −X† ; X, 0] [A^m, 0 ; 0, B^m] = [0, −X†B^m ; XA^m, 0].

The Lean proofs take the same route. `generator_sq` multiplies the blocks with `fromBlocks_multiply` and lets `simp` remove the zero products. In `generator_pow_even`, `pow_mul` rewrites K^(2m) as (K²)^m, and the induction has the two cases above. In `generator_pow_odd`, `pow_succ'` places the extra factor on the left, which produces the order of factors in the statement. For `real_generator_pow`, conjugation does nothing to real numbers, so X† = Xᵀ, and the two general formulas are rewritten with this equality.

## Sorting the exponential series by parity

The exponential is

exp K = Σ_n K^n / n!, n = 0, 1, 2, …

Taking a block of a matrix means selecting some of its rows and columns. This is additive and continuous, so each block of exp K is the sum of the corresponding blocks of K^n / n!.

In the occupied–occupied block, the terms with n = 2m+1 vanish and those with n = 2m contribute A^m / (2m)!. The virtual–virtual block works in the same way with B. In the virtual–occupied block, the terms with n = 2m vanish and those with n = 2m+1 contribute XA^m / (2m+1)!; in the occupied–virtual block they contribute −X†B^m / (2m+1)!. These are the four series.

`hasSum_exp_submatrix` carries out the first half of this argument for any complex square matrix and any selection of rows and columns. A matrix norm is introduced inside its proof to obtain convergence of the exponential series, and `h.map` then passes the sum through the selection.

`hasSum_even` and `hasSum_odd` do the sorting. The map m ↦ 2m never takes the same value twice, and every n that it misses is odd. If the odd terms are zero, summing over m therefore gives the same result as summing over all n. The map m ↦ 2m+1 serves the other case.

The final theorem combines these lemmas once for each block. The local facts `e₁₁`, `e₂₂`, `e₂₁` and `e₁₂` identify the selected rows and columns with the blocks given to `fromBlocks`. The power formulas then show which terms vanish and what the others are.

## One occupied and one virtual orbital

With one orbital of each kind, X is a single complex number x, and −X†X and −XX† both equal −|x|². Both diagonal blocks sum to

Σ_m (−|x|²)^m / (2m)! = cos |x|.

For x ≠ 0 the virtual–occupied block is x sin|x| / |x|, and the occupied–virtual block is −x* sin|x| / |x|, where x* is the complex conjugate. For a real angle x = θ this is the plane rotation

exp K = [cos θ, −sin θ ; sin θ, cos θ],

which also holds at θ = 0, where K = 0 and exp K is the identity.
